# With positive scattering rates, Callaway's drift term never lowers the phonon response

Q: A temperature gradient drives phonons through an insulating crystal. Umklapp processes, impurities and boundaries degrade their crystal momentum; normal processes only redistribute it. The relaxation-time approximation adds both kinds of rate as if both resisted the heat current. Callaway's model corrects this with a drift. What exactly is the equation, before we discuss any formal version?

A: Label the modes by i. Let r_i be the resistive rate, n_i the normal rate, u_i the momentum profile, b_i the drive and x_i the deviation from equilibrium. Resistive processes relax x_i towards zero, normal ones towards a common drift λu_i:

r_i x_i + n_i (x_i − λu_i) = b_i

Normal processes must conserve total momentum, so Σ n_i u_i (x_i − λu_i) = 0. With S = Σ n_i u_i², this gives

λ = (Σ n_i u_i x_i) / S

Substituting λ turns the equation into Ox = b, with

O = diag(r + n) − w wᵀ / S,  w_i = n_i u_i

Q: Those look like abstract vectors. Where are the Bose factors?

A: In the scaling. Let N_i be the equilibrium occupation, ω_i > 0 the frequency, and q_i and v_i the components of wavevector and group velocity along the gradient. Take u_i = q_i √(N_i(N_i+1)) and b_i = ħω_i v_i √(N_i(N_i+1)). At temperature T, a small temperature gradient g then changes the occupation of mode i by −g x_i √(N_i(N_i+1)) / (k_B T²). For crystal volume V, the model's conductivity is

κ = b·O⁻¹b / (V k_B T²)

The theorem concerns b·O⁻¹b for any real b, so this identification is physical input to it.

Q: Then solve it by hand.

A: The equation gives x_i = (b_i + λn_i u_i)/(r_i + n_i). Multiply by n_i u_i and sum. Define

B = Σ n_i u_i b_i / (r_i + n_i)
R = Σ n_i r_i u_i² / (r_i + n_i)

Since n_i²/(r_i + n_i) = n_i − n_i r_i/(r_i + n_i), the sum reads

λS = B + λS − λR

Hence λ = B/R. Contracting x with b gives

b·O⁻¹b = Σ b_i²/(r_i + n_i) + λB = Σ b_i²/(r_i + n_i) + B²/R

With positive rates and u ≠ 0, R is positive, so the correction is never negative. The solution exists for every b, which makes the square matrix O invertible.

Q: Show me numbers.

A: Take two modes with r = (1, 3), n = (1, 1), u = (1, 1), b = (1, 2). The total rates are 2 and 4, so B = 1/2 + 2/4 = 1 and R = 1/2 + 3/4 = 5/4. The relaxation-time value is 1/2 + 4/4 = 3/2, the correction is 4/5, and the response is 23/10. Directly, O has rows (3/2, −1/2) and (−1/2, 7/2), and O⁻¹b = (9/10, 7/10). Its product with b is again 23/10.

Q: Now the formal version. What is a phonon mode there?

A: An element of a finite type `ι`. Rates, momenta and drives are real functions on it.

In Lean 4 with Mathlib:

```lean
import Mathlib

open Matrix

namespace CallawayPhonon

noncomputable section

variable {ι : Type*} [Fintype ι]
```

B is `driftDrive`:

```lean
/-- The drive `b` projected on the drift, `∑ n u b / (r + n)`, for resistive rates `r`, normal
rates `n` and momenta `u`. Domain: all total rates `r i + n i` nonzero. -/
def driftDrive (r n u b : ι → ℝ) : ℝ := ∑ i, n i * u i * b i / (r i + n i)
```

R is `driftResistance`. Only modes with both kinds of scattering and nonzero momentum contribute to it:

```lean
/-- The resistance met by the drift, `∑ n r u² / (r + n)`.
Domain: all total rates `r i + n i` nonzero. -/
def driftResistance (r n u : ι → ℝ) : ℝ := ∑ i, n i * r i * u i ^ 2 / (r i + n i)
```

The explicit solution x, with λ = B/R already inserted, is `deviation`:

```lean
/-- Callaway's deviation from equilibrium: each mode relaxes at its total rate, driven by `b` and
by the common drift. Domain: total rates `r i + n i` and the drift resistance nonzero. -/
def deviation (r n u b : ι → ℝ) (i : ι) : ℝ :=
  (b i + n i * u i * (driftDrive r n u b / driftResistance r n u)) / (r i + n i)
```

Q: Inserting λ = B/R by definition looks circular. Who says that this drift conserves momentum?

A: The first theorem does. Its inner statement `key` is the summed balance for an arbitrary trial drift `l`: the left side equals B + lS − lR. The `linear_combination` step is the splitting of n_i²/(r_i + n_i), mode by mode. Setting l = B/R cancels B against lR and leaves lS, which is the conservation condition.

```lean
/-- The drift is self-consistent: the momentum that normal processes take from Callaway's deviation
is the drift times `∑ n u²`, if the total rates and the drift resistance are nonzero. -/
theorem drift_selfconsistent {r n u : ι → ℝ} (b : ι → ℝ) (h : ∀ i, r i + n i ≠ 0)
    (hR : driftResistance r n u ≠ 0) :
    ∑ i, n i * u i * deviation r n u b i =
      driftDrive r n u b / driftResistance r n u * ∑ i, n i * u i ^ 2 := by
  -- the balance for an arbitrary trial drift `l`
  have key : ∀ l : ℝ, ∑ i, n i * u i * ((b i + n i * u i * l) / (r i + n i)) =
      driftDrive r n u b + l * ∑ i, n i * u i ^ 2 - l * driftResistance r n u := by
    intro l
    simp only [driftDrive, driftResistance, Finset.mul_sum]
    rw [← Finset.sum_add_distrib, ← Finset.sum_sub_distrib]
    refine Finset.sum_congr rfl fun i _ => ?_
    have hi := mul_inv_cancel₀ (h i)
    linear_combination (l * n i * u i ^ 2) * hi
  simp only [deviation]
  rw [key, div_mul_cancel₀ _ hR]
  ring
```

Q: And the collision operator? I want the actual matrix, not a formula standing in for its inverse.

A: It is an actual matrix, diagonal minus a rank-one term:

```lean
variable [DecidableEq ι]

/-- Callaway's collision matrix `diag(r + n) - w wᵀ / ∑ n u²` with `w = n u`.
Domain: `∑ n u²` nonzero. -/
def collision (r n u : ι → ℝ) : Matrix ι ι ℝ :=
  diagonal (fun i => r i + n i) -
    (∑ j, n j * u j ^ 2)⁻¹ • vecMulVec (fun i => n i * u i) (fun i => n i * u i)
```

The next lemma computes its action on any x and recovers the kinetic equation, relaxation at the total rate minus a drift term:

```lean
/-- Collisions relax each mode at its total rate and feed back the drift
`(∑ n u x) / (∑ n u²)` through the normal processes. -/
theorem collision_mulVec (r n u x : ι → ℝ) (i : ι) :
    (collision r n u *ᵥ x) i = (r i + n i) * x i -
      n i * u i * ((∑ j, n j * u j * x j) / ∑ j, n j * u j ^ 2) := by
  rw [collision, Matrix.sub_mulVec, Pi.sub_apply, Matrix.mulVec_diagonal]
  congr 1
  simp only [Matrix.mulVec, dotProduct, Matrix.smul_apply, Matrix.vecMulVec_apply, smul_eq_mul]
  rw [div_eq_mul_inv, Finset.sum_mul, Finset.mul_sum]
  refine Finset.sum_congr rfl fun j _ => ?_
  ring
```

Q: How do I know that the rank-one term describes normal scattering, and not some convenient subtraction?

A: Apply O to a pure drift, x = u. The average drift is then 1, the normal rates cancel, and (Ou)_i = r_i u_i. The later proofs do not use this lemma; it answers your question.

```lean
/-- On a pure drift `u` the collision matrix acts through the resistive rates alone, multiplying
each `u i` by `r i`, if `∑ n u²` is nonzero. -/
theorem collision_drift {r n u : ι → ℝ} (hS : ∑ i, n i * u i ^ 2 ≠ 0) :
    collision r n u *ᵥ u = fun i => r i * u i := by
  ext i
  have e : ∑ j, n j * u j * u j = ∑ j, n j * u j ^ 2 :=
    Finset.sum_congr rfl fun j _ => by ring
  rw [collision_mulVec, e, div_self hS]
  ring
```

It also shows why some resistance is needed: if r_i vanished on every mode with u_i ≠ 0, O would annihilate u and have no inverse. At least one momentum-carrying mode must have a nonzero resistive rate.

Q: Does the explicit deviation solve the equation for every drive?

A: Yes. Self-consistency replaces the average in Ox by λS/S = λ, and multiplying x_i by its total rate then leaves b_i:

```lean
/-- Callaway's deviation solves the model's kinetic equation `collision r n u *ᵥ x = b`, if the
total rates, `∑ n u²` and the drift resistance are nonzero. -/
theorem collision_deviation {r n u : ι → ℝ} (b : ι → ℝ) (h : ∀ i, r i + n i ≠ 0)
    (hS : ∑ i, n i * u i ^ 2 ≠ 0) (hR : driftResistance r n u ≠ 0) :
    collision r n u *ᵥ deviation r n u b = b := by
  ext i
  rw [collision_mulVec, drift_selfconsistent b h hR, mul_div_assoc, div_self hS, mul_one]
  simp only [deviation]
  have hi := mul_inv_cancel₀ (h i)
  linear_combination
    (b i + n i * u i * (driftDrive r n u b / driftResistance r n u)) * hi
```

Solvability for every drive means that O is surjective, hence invertible. Applying O⁻¹ to Ox = b identifies O⁻¹b with the deviation:

```lean
/-- If the total rates, `∑ n u²` and the drift resistance are nonzero, the collision matrix is
invertible, and its inverse applied to the drive `b` is Callaway's deviation. -/
theorem collision_inv {r n u : ι → ℝ} (b : ι → ℝ) (h : ∀ i, r i + n i ≠ 0)
    (hS : ∑ i, n i * u i ^ 2 ≠ 0) (hR : driftResistance r n u ≠ 0) :
    IsUnit (collision r n u) ∧ (collision r n u)⁻¹ *ᵥ b = deviation r n u b := by
  -- every drive has a solution, so the square matrix is invertible
  have hU : IsUnit (collision r n u) :=
    Matrix.mulVec_surjective_iff_isUnit.mp fun c => ⟨_, collision_deviation c h hS hR⟩
  have hd := (Matrix.isUnit_iff_isUnit_det _).mp hU
  refine ⟨hU, ?_⟩
  calc (collision r n u)⁻¹ *ᵥ b
      = (collision r n u)⁻¹ *ᵥ (collision r n u *ᵥ deviation r n u b) := by
        rw [collision_deviation b h hS hR]
    _ = deviation r n u b := by
        rw [Matrix.mulVec_mulVec, Matrix.nonsing_inv_mul _ hd, Matrix.one_mulVec]
```

Q: So what does the main theorem say, in words?

A: Assume that every r_i and every n_i is positive and that u is not the zero function. Physically, every mode undergoes both resistive and normal scattering, and at least one mode carries momentum along the gradient. Then four things hold for every b: O is invertible, R is positive, the response `b ⬝ᵥ ((collision r n u)⁻¹ *ᵥ b)` equals the relaxation-time sum plus B²/R, and it is at least that sum.

The proof picks a mode `k` with u_k ≠ 0 to make S and R strictly positive. Its own `key` contracts the deviation with b for an arbitrary drift, and `hf` inserts λ = B/R. The inequality follows because a square is divided by a positive number.

```lean
/-- Callaway's formula: for positive rates and nonzero `u` the collision matrix is invertible, the
drift resistance is positive, and the response `b · O⁻¹ b` is the relaxation-time value plus
`driftDrive² / driftResistance`; it is never below the relaxation-time value. -/
theorem callaway_formula {r n u : ι → ℝ} (b : ι → ℝ) (hr : ∀ i, 0 < r i) (hn : ∀ i, 0 < n i)
    (hu : u ≠ 0) :
    IsUnit (collision r n u) ∧ 0 < driftResistance r n u ∧
    b ⬝ᵥ ((collision r n u)⁻¹ *ᵥ b) =
      ∑ i, b i ^ 2 / (r i + n i) + driftDrive r n u b ^ 2 / driftResistance r n u ∧
    ∑ i, b i ^ 2 / (r i + n i) ≤ b ⬝ᵥ ((collision r n u)⁻¹ *ᵥ b) := by
  obtain ⟨k, hk⟩ := Function.ne_iff.mp hu
  have hk' : u k ≠ 0 := hk
  have h : ∀ i, r i + n i ≠ 0 := fun i => (add_pos (hr i) (hn i)).ne'
  have hS : 0 < ∑ i, n i * u i ^ 2 :=
    Finset.sum_pos' (fun i _ => by have := hn i; positivity)
      ⟨k, Finset.mem_univ k, by have := hn k; positivity⟩
  have hR : 0 < driftResistance r n u :=
    Finset.sum_pos' (fun i _ => by have := hn i; have := hr i; positivity)
      ⟨k, Finset.mem_univ k, by have := hn k; have := hr k; positivity⟩
  obtain ⟨hU, hinv⟩ := collision_inv b h hS.ne' hR.ne'
  -- contract the deviation with the drive
  have key : ∀ l : ℝ, ∑ i, b i * ((b i + n i * u i * l) / (r i + n i)) =
      ∑ i, b i ^ 2 / (r i + n i) + driftDrive r n u b * l := by
    intro l
    simp only [driftDrive, Finset.sum_mul]
    rw [← Finset.sum_add_distrib]
    refine Finset.sum_congr rfl fun i _ => ?_
    ring
  have hf : b ⬝ᵥ ((collision r n u)⁻¹ *ᵥ b) =
      ∑ i, b i ^ 2 / (r i + n i) + driftDrive r n u b ^ 2 / driftResistance r n u := by
    rw [hinv]
    simp only [dotProduct, deviation]
    rw [key]
    ring
  refine ⟨hU, hR, hf, ?_⟩
  rw [hf]
  exact le_add_of_nonneg_right (by positivity)
```

Q: When does the drift really help?

A: Whenever B ≠ 0, since B²/R is then strictly positive. No separate assumption on u is needed: u = 0 would give B = 0.

```lean
/-- For positive rates, a drive that couples to the drift has a response strictly above the
relaxation-time value. -/
theorem relaxation_lt_response {r n u b : ι → ℝ} (hr : ∀ i, 0 < r i) (hn : ∀ i, 0 < n i)
    (hB : driftDrive r n u b ≠ 0) :
    ∑ i, b i ^ 2 / (r i + n i) < b ⬝ᵥ ((collision r n u)⁻¹ *ᵥ b) := by
  have hu : u ≠ 0 := by
    rintro rfl
    exact hB (by simp [driftDrive])
  obtain ⟨-, hR, hf, -⟩ := callaway_formula b hr hn hu
  rw [hf]
  exact lt_add_of_pos_right _ (by positivity)
```

Q: Give me a case where the relaxation-time answer is qualitatively wrong.

A: Let all modes share one resistive rate ρ, and drive them along the momentum, b = u. Then R = ρB, the correction is B/ρ, and each mode contributes

u_i²/(ρ + n_i) + n_i u_i²/(ρ(ρ + n_i)) = u_i²/ρ

The normal rates disappear from the response. The relaxation-time value still depends on them and is strictly too small.

```lean
/-- For one resistive rate `ρ > 0` common to all modes, positive normal rates and a nonzero drive
`u` along the momentum, the response is `∑ u² / ρ`, whatever the normal rates; the relaxation-time
value is strictly smaller. -/
theorem response_uniform_resistive {n u : ι → ℝ} {ρ : ℝ} (hρ : 0 < ρ) (hn : ∀ i, 0 < n i)
    (hu : u ≠ 0) :
    u ⬝ᵥ ((collision (fun _ => ρ) n u)⁻¹ *ᵥ u) = ∑ i, u i ^ 2 / ρ ∧
    ∑ i, u i ^ 2 / (ρ + n i) < ∑ i, u i ^ 2 / ρ := by
  obtain ⟨-, hR, hf, -⟩ := callaway_formula (r := fun _ => ρ) u (fun _ => hρ) hn hu
  -- here the drift resistance is `ρ` times the drift drive
  have hA : driftResistance (fun _ => ρ) n u = ρ * driftDrive (fun _ => ρ) n u u := by
    simp only [driftResistance, driftDrive, Finset.mul_sum]
    refine Finset.sum_congr rfl fun i _ => ?_
    ring
  have hB : driftDrive (fun _ => ρ) n u u ≠ 0 := by
    intro h0
    rw [hA, h0, mul_zero] at hR
    exact lt_irrefl _ hR
  have hq : driftDrive (fun _ => ρ) n u u ^ 2 / (ρ * driftDrive (fun _ => ρ) n u u) =
      driftDrive (fun _ => ρ) n u u / ρ := by
    field_simp
  have hv : u ⬝ᵥ ((collision (fun _ => ρ) n u)⁻¹ *ᵥ u) = ∑ i, u i ^ 2 / ρ := by
    rw [hf, hA, hq]
    simp only [driftDrive, Finset.sum_div]
    rw [← Finset.sum_add_distrib]
    refine Finset.sum_congr rfl fun i _ => ?_
    have hi := mul_inv_cancel₀ (add_pos hρ (hn i)).ne'
    have hs := mul_inv_cancel₀ hρ.ne'
    linear_combination (u i ^ 2 * ρ⁻¹) * hi - (u i ^ 2 * (ρ + n i)⁻¹) * hs
  refine ⟨hv, ?_⟩
  rw [← hv]
  exact relaxation_lt_response (r := fun _ => ρ) (fun _ => hρ) hn hB

end

end CallawayPhonon
```

```lean
#print axioms CallawayPhonon.collision_drift
-- 'CallawayPhonon.collision_drift' depends on axioms: [propext, Classical.choice, Quot.sound]
#print axioms CallawayPhonon.callaway_formula
-- 'CallawayPhonon.callaway_formula' depends on axioms: [propext, Classical.choice, Quot.sound]
#print axioms CallawayPhonon.response_uniform_resistive
-- 'CallawayPhonon.response_uniform_resistive' depends on axioms: [propext, Classical.choice, Quot.sound]
```

Q: Is this Callaway's thermal conductivity, then?

A: It is the algebra behind it, for finitely many modes and one momentum component. Callaway's usual expression has frequency integrals over a Debye spectrum with model scattering rates, and neither the integrals nor the rates appear here. A crystal of low symmetry may need three drift components, hence up to three rank-one terms. The matrix also imposes momentum conservation only. Energy conservation in normal processes comes from symmetry: if the rates are even and u and b odd under reversal of the wavevector, the deviation is odd and the energy balance vanishes.

Q: What about the full linearised collision matrix from three-phonon scattering?

A: That has off-diagonal elements which this model replaces by a single drift term. The inequality compares two treatments within the single-drift model; it does not rank either against the full solution.

Q: Where would I meet the formula in a calculation?

A: Suppose you have frequencies, velocities and scattering rates on a wavevector grid, with the three-phonon rates separated into normal and umklapp parts. Take q_i from the same Brillouin zone as that separation: shifting a wavevector by a reciprocal lattice vector changes q_i and can turn a normal process into an umklapp one. The umklapp part goes into r_i together with impurity and boundary rates. One loop over the modes accumulates three sums: Σ b_i²/(r_i + n_i), B and R. The first, divided by V k_B T², is the familiar sum of heat capacity times squared velocity times lifetime. Adding B²/R before that division gives Callaway's conductivity for this discrete single-drift model, without storing or inverting O.
